# A K-hole mask on a ring repeats every nonzero separation m times exactly when its diffraction intensity is K − m at every nonzero wave number

A mask with many holes admits more light than a pinhole, but every point of the source then casts a shadow of the whole mask, and the shadows overlap. Correlating the recorded pattern with the mask is a way to undo this. If some separations between holes occur more often than others, the decoded image contains ghosts: a single bright point reappears, displaced by the over-represented separations.

The ghosts disappear into a uniform background when all nonzero separations occur equally often. For a periodic one-dimensional mask of identical point-like holes, placed on $N$ equally spaced sites per period, this condition on pairs of holes is equivalent to a flat diffraction intensity at all integer labels $k\neq0$ modulo $N$. The intensity here is $|F(k)|^2$, where $F(k)$ is the sum of the phases $e^{-2\pi i kx/N}$ over the open holes $x$ of one period, so that a single hole has intensity 1.

## The mask and its transform

```lean
import Mathlib

open ZMod

namespace CodedAperture

noncomputable section

variable {N : ℕ} [NeZero N]
```

The sites form a ring of $N$ points, written `ZMod N`: the integers modulo $N$, as in a Born–von Karman cell. The assumption `[NeZero N]` says $N\ge 1$.

```lean
/-- The number of ordered pairs of open holes of the mask `D` whose separation is `r`. -/
def coincidences (D : Finset (ZMod N)) (r : ZMod N) : ℕ :=
  ((D ×ˢ D).filter fun p => p.1 - p.2 = r).card
```

The mask is a finite set $D$ of open sites, with $K$ elements (`D.card` in Lean). The function `coincidences D r`, written $c(r)$ below, counts ordered pairs $(x,y)$ of holes with $x-y=r$ modulo $N$.

```lean
/-- Every nonzero separation occurs between holes of `D` in exactly `m` ways. -/
def IsDifferenceSet (D : Finset (ZMod N)) (m : ℕ) : Prop :=
  ∀ r : ZMod N, r ≠ 0 → coincidences D r = m
```

`IsDifferenceSet D m` is the statement that $c(r)=m$ for every $r\neq 0$. It is a definition, so a theorem about such masks must take it as a hypothesis or prove it.

```lean
/-- The discrete Fourier transform of the indicator of `D`, the sum of the phases
`exp (-2πi k x / N)` over the open holes `x`. -/
def amplitude (D : Finset (ZMod N)) (k : ZMod N) : ℂ :=
  ∑ x ∈ D, stdAddChar (-(k * x))
```

The character `stdAddChar` sends $j$ to $e^{2\pi i j/N}$, so this is
$$F(k)=\sum_{x\in D}e^{-2\pi i kx/N},$$
with no normalising factor. The label $k$ is an integer modulo $N$; for site spacing $a$ it stands for the physical wave number $2\pi k/(Na)$, up to multiples of $2\pi/a$.

```lean
/-- The shadow recorded at `y` when a source `S` shines through the periodic mask `D`. -/
def shadow (D : Finset (ZMod N)) (S : ZMod N → ℝ) (y : ZMod N) : ℝ :=
  ∑ x ∈ D, S (y - x)
```

A real source $S$ produces the shadow $P(y)=\sum_{x\in D}S(y-x)$. This is a model of geometrical optics: the intensities from different source points and holes add, and diffraction is neglected in the shadow. The model is also cyclic and noiseless, with holes that are either open or shut.

## Counting pairs by separation

```lean
/-- A sum over pairs of holes is a sum over separations weighted by coincidences. -/
theorem sum_coincidences {R : Type*} [CommRing R] (D : Finset (ZMod N)) (g : ZMod N → R) :
    ∑ r, (coincidences D r : R) * g r = ∑ x ∈ D, ∑ y ∈ D, g (x - y) := by
  rw [← Finset.sum_product' D D (fun x y => g (x - y)),
    ← Finset.sum_fiberwise (D ×ˢ D) (fun p => p.1 - p.2) (fun p => g (p.1 - p.2))]
  refine Finset.sum_congr rfl fun r _ => ?_
  symm
  refine (Finset.sum_congr rfl (g := fun _ => g r) fun p hp => ?_).trans ?_
  · exact congrArg g (Finset.mem_filter.mp hp).2
  · rw [Finset.sum_const, nsmul_eq_mul]
    rfl
```

For any function $g$,
$$\sum_r c(r)\,g(r)=\sum_{x\in D}\sum_{y\in D}g(x-y).$$
Group the pairs on the right by their separation $r$: each group contributes $c(r)$ equal terms $g(r)$. `Finset.sum_fiberwise` does the grouping. The values lie in any commutative ring `R`, so the lemma serves integers, reals and complex numbers alike.

```lean
omit [NeZero N] in
/-- At zero separation the number of coincidences is the number of holes. -/
theorem coincidences_zero (D : Finset (ZMod N)) : coincidences D 0 = D.card := by
  have h : ((D ×ˢ D).filter fun p => p.1 - p.2 = 0) = D.image fun x => (x, x) := by
    ext ⟨a, b⟩
    simp only [Finset.mem_filter, Finset.mem_product, Finset.mem_image, Prod.mk.injEq,
      sub_eq_zero]
    constructor
    · rintro ⟨⟨ha, _⟩, rfl⟩
      exact ⟨_, ha, rfl, rfl⟩
    · rintro ⟨x, hx, rfl, rfl⟩
      exact ⟨⟨hx, hx⟩, rfl⟩
  rw [coincidences, h]
  exact Finset.card_image_of_injective D fun a b hab => congrArg Prod.fst hab
```

Separation zero means $x=y$, so $c(0)=K$. The proof identifies the pairs counted with the diagonal pairs $(x,x)$.

```lean
omit [NeZero N] in
/-- The coincidences of a difference set are a constant `m`, plus the number of holes minus `m` at
zero separation only. -/
theorem coincidences_cast {R : Type*} [CommRing R] {D : Finset (ZMod N)} {m : ℕ}
    (h : IsDifferenceSet D m) (r : ZMod N) :
    (coincidences D r : R) = m + if r = 0 then (D.card : R) - m else 0 := by
  by_cases hr : r = 0
  · rw [if_pos hr, hr, coincidences_zero]
    ring
  · rw [if_neg hr, h r hr, add_zero]
```

For a difference set the two cases combine into $c(r)=m+(K-m)\,\delta_{r,0}$: a constant plus a term at zero separation, which is a peak when $K>m$.

## From counts to intensities and back

```lean
/-- Orthogonality of the lattice phases. -/
theorem phase_sum (r : ZMod N) :
    ∑ k : ZMod N, (stdAddChar (k * r) : ℂ) = if r = 0 then (N : ℂ) else 0 := by
  rw [AddChar.sum_mulShift r (ZMod.isPrimitive_stdAddChar N)]
  split_ifs <;> simp [ZMod.card]
```

This is the orthogonality relation $\sum_k e^{2\pi i kr/N}=N\delta_{r,0}$. For $r=0$ every term is 1. For $r\ne0$, shifting $k$ to $k+1$ permutes the terms but multiplies the sum by $e^{2\pi i r/N}\neq1$, so the sum vanishes. Lean takes the result from Mathlib's theorem on primitive characters.

```lean
/-- The diffraction intensity is the Fourier transform of the coincidence counts. -/
theorem intensity_eq (D : Finset (ZMod N)) (k : ZMod N) :
    ((‖amplitude D k‖ ^ 2 : ℝ) : ℂ)
      = ∑ r, (coincidences D r : ℂ) * stdAddChar (-(k * r)) := by
  rw [sum_coincidences D (fun r => (stdAddChar (-(k * r)) : ℂ)), Complex.sq_norm,
    ← Complex.mul_conj, amplitude, map_sum, Finset.sum_mul_sum]
  refine Finset.sum_congr rfl fun x _ => Finset.sum_congr rfl fun y _ => ?_
  rw [← AddChar.map_neg_eq_conj, ← AddChar.map_add_eq_mul]
  congr 1
  ring
```

Multiply $F$ by its complex conjugate and group the pairs:
$$|F(k)|^2=\sum_{x,y\in D}e^{-2\pi i k(x-y)/N}=\sum_r c(r)\,e^{-2\pi i kr/N}.$$
The Lean steps are the same: `Complex.mul_conj` supplies the product, `Finset.sum_mul_sum` expands it, and the character laws combine the phases. The real intensity is viewed as a complex number so that both sides have the same type.

```lean
/-- The coincidence counts are recovered from the intensities by the inverse transform. -/
theorem coincidences_eq (D : Finset (ZMod N)) (r : ZMod N) :
    (N : ℂ) * coincidences D r
      = ∑ k, ((‖amplitude D k‖ ^ 2 : ℝ) : ℂ) * stdAddChar (k * r) := by
  have h : ∀ s, ∑ k : ZMod N, (coincidences D s : ℂ) * stdAddChar (-(k * s))
      * stdAddChar (k * r) = coincidences D s * if r - s = 0 then (N : ℂ) else 0 := by
    intro s
    rw [← phase_sum, Finset.mul_sum]
    refine Finset.sum_congr rfl fun k _ => ?_
    rw [mul_assoc, ← AddChar.map_add_eq_mul]
    congr 2
    ring
  simp_rw [intensity_eq, Finset.sum_mul]
  rw [Finset.sum_comm]
  simp only [h, sub_eq_zero, mul_ite, mul_zero, Finset.sum_ite_eq, Finset.mem_univ, if_true]
  ring
```

Inserting this formula and exchanging the sums gives
$$\sum_k|F(k)|^2e^{2\pi i kr/N}=\sum_s c(s)\sum_k e^{2\pi i k(r-s)/N}=N\,c(r).$$
The local statement `h` evaluates the inner sum by orthogonality, and `Finset.sum_comm` exchanges the order.

## Equal counts and flat intensity

```lean
/-- Every nonzero separation occurs exactly `m` times in `D` if and only if the diffraction
intensity is the number of holes minus `m` at every nonzero wave number. -/
theorem isDifferenceSet_iff_flat_intensity (D : Finset (ZMod N)) (m : ℕ) :
    IsDifferenceSet D m ↔ ∀ k : ZMod N, k ≠ 0 → ‖amplitude D k‖ ^ 2 = (D.card : ℝ) - m := by
  constructor
  · intro h k hk
    -- the constant part of the coincidences has no weight at nonzero wave number
    have h0 : ∑ s : ZMod N, (stdAddChar (-(k * s)) : ℂ) = 0 := by
      have h1 := phase_sum (-k)
      rw [if_neg (neg_ne_zero.mpr hk)] at h1
      rw [← h1]
      refine Finset.sum_congr rfl fun s _ => ?_
      congr 1
      ring
    have e := intensity_eq D k
    simp only [coincidences_cast (R := ℂ) h, add_mul, Finset.sum_add_distrib,
      ← Finset.mul_sum, h0, ite_mul, zero_mul, Finset.sum_ite_eq', Finset.mem_univ, if_true,
      mul_zero, neg_zero, AddChar.map_zero_eq_one, mul_one, zero_add] at e
    exact Complex.ofReal_injective (e.trans (by simp))
  · intro h
    have hF : ∀ k, ((‖amplitude D k‖ ^ 2 : ℝ) : ℂ) = ((D.card : ℂ) - m)
        + if k = 0 then (D.card : ℂ) ^ 2 - (D.card - m) else 0 := by
      intro k
      by_cases hk : k = 0
      · have hz : amplitude D 0 = (D.card : ℂ) := by simp [amplitude]
        rw [if_pos hk, hk, hz, Complex.norm_natCast]
        push_cast
        ring
      · rw [if_neg hk, h k hk, add_zero]
        simp
    have hN : ∀ r, (N : ℂ) * coincidences D r = ((D.card : ℂ) - m)
        * (if r = 0 then (N : ℂ) else 0) + ((D.card : ℂ) ^ 2 - (D.card - m)) := by
      intro r
      rw [coincidences_eq]
      simp only [hF, add_mul, Finset.sum_add_distrib, ← Finset.mul_sum, phase_sum, ite_mul,
        zero_mul, Finset.sum_ite_eq', Finset.mem_univ, if_true, AddChar.map_zero_eq_one,
        mul_one]
    intro r hr
    -- the known count at zero separation fixes the constant
    have h0 := hN 0
    have h1 := hN r
    rw [if_pos rfl, coincidences_zero] at h0
    rw [if_neg hr] at h1
    have hn : (N : ℂ) ≠ 0 := Nat.cast_ne_zero.mpr (NeZero.ne N)
    have h2 : (coincidences D r : ℂ) = m :=
      mul_left_cancel₀ hn (by linear_combination h1 - h0)
    exact_mod_cast h2
```

The theorem says that $c(r)=m$ for all $r\ne0$ if and only if $|F(k)|^2=K-m$ for all $k\ne0$. The subtraction is between real numbers. For $N=1$ both conditions are empty and hold trivially.

Suppose first that the counts are equal. For $k\neq0$,
$$|F(k)|^2=m\sum_s e^{-2\pi i ks/N}+(K-m)=K-m,$$
because the sum vanishes by orthogonality; that is `h0` in the first half.

Now suppose the intensity is flat. Since $F(0)=K$, the intensity at every $k$ is
$$|F(k)|^2=(K-m)+B\,\delta_{k,0},\qquad B=K^2-(K-m),$$
which is `hF`. The inverse transform turns this into `hN`:
$$N\,c(r)=(K-m)N\,\delta_{r,0}+B.$$
At $r=0$ the known value $c(0)=K$ gives $NK=N(K-m)+B$, hence $B=Nm$. At $r\neq0$ the relation reads $N\,c(r)=B=Nm$, and dividing by $N$ gives $c(r)=m$. The `linear_combination` step subtracts these two equations.

The same sum appears in quantum mechanics: for one non-interacting particle on a finite tight-binding ring, with an on-site potential $v$ on the sites of $D$, the matrix element $\langle k'|V|k\rangle$ of this potential $V$ between the Bloch states $\langle x|k\rangle=e^{2\pi i kx/N}/\sqrt N$ is $vF(k'-k)/N$. For a difference set, the matrix elements between distinct Bloch states therefore all have the same modulus, $|v|\sqrt{K-m}/N$.

## Hole count, decoding and an example

```lean
/-- The counting relation `K (K - 1) = m (N - 1)` for a difference set with `K` holes. -/
theorem counting_relation {D : Finset (ZMod N)} {m : ℕ} (h : IsDifferenceSet D m) :
    (D.card : ℤ) * (D.card - 1) = m * (N - 1) := by
  have e := sum_coincidences (R := ℤ) D (fun _ => 1)
  simp only [coincidences_cast (R := ℤ) h, mul_one, Finset.sum_add_distrib, Finset.sum_const,
    Finset.sum_ite_eq', Finset.mem_univ, if_true, Finset.card_univ, ZMod.card,
    nsmul_eq_mul] at e
  linear_combination -e
```

Summing $c(r)$ over all $r$ gives $K^2$, the number of ordered pairs. The constant-plus-peak form gives $mN+K-m$. Equating them yields $K(K-1)=m(N-1)$, a necessary condition on the three numbers.

```lean
/-- Correlating the shadow with a difference-set mask returns the source, multiplied by the
number of holes minus `m`, plus a uniform background. -/
theorem decode_shadow {D : Finset (ZMod N)} {m : ℕ} (h : IsDifferenceSet D m)
    (S : ZMod N → ℝ) (y : ZMod N) :
    ∑ x ∈ D, shadow D S (y + x) = ((D.card : ℝ) - m) * S y + m * ∑ r, S r := by
  have shift : ∑ r, S (y + r) = ∑ r, S r := Equiv.sum_comp (Equiv.addLeft y) S
  calc ∑ x ∈ D, shadow D S (y + x) = ∑ x ∈ D, ∑ z ∈ D, S (y + (x - z)) := by
        simp only [shadow, add_sub_assoc]
    _ = ∑ r, (coincidences D r : ℝ) * S (y + r) :=
        (sum_coincidences D (fun r => S (y + r))).symm
    _ = m * ∑ r, S (y + r) + ((D.card : ℝ) - m) * S y := by
        simp only [coincidences_cast (R := ℝ) h, add_mul, Finset.sum_add_distrib,
          ← Finset.mul_sum, ite_mul, zero_mul, Finset.sum_ite_eq', Finset.mem_univ, if_true,
          add_zero]
    _ = ((D.card : ℝ) - m) * S y + m * ∑ r, S r := by rw [shift, add_comm]
```

Correlating the shadow with the mask gives
$$\sum_{x\in D}P(y+x)=\sum_{x,z\in D}S(y+x-z)=\sum_r c(r)\,S(y+r).$$
Inserting $c(r)=m+(K-m)\delta_{r,0}$ leaves
$$(K-m)\,S(y)+m\sum_r S(r),$$
since a shift by $y$ only reorders a sum over the whole ring. The `calc` block follows these lines. The gain $K-m$ can be zero: with all sites open on a ring of $N\ge2$ sites, $K=m=N$ and only the background remains.

```lean
/-- The mask `{1, 2, 4}` on seven sites has every nonzero separation exactly once, and its
intensity is `2` at every nonzero wave number. -/
theorem isDifferenceSet_witness :
    IsDifferenceSet ({1, 2, 4} : Finset (ZMod 7)) 1 ∧
      ∀ k : ZMod 7, k ≠ 0 → ‖amplitude ({1, 2, 4} : Finset (ZMod 7)) k‖ ^ 2 = 2 := by
  have hD : IsDifferenceSet ({1, 2, 4} : Finset (ZMod 7)) 1 := by
    unfold IsDifferenceSet coincidences
    decide +kernel
  have hc : ({1, 2, 4} : Finset (ZMod 7)).card = 3 := by decide +kernel
  refine ⟨hD, fun k hk => ?_⟩
  rw [(isDifferenceSet_iff_flat_intensity _ _).1 hD k hk, hc]
  norm_num

end

end CodedAperture
```

For $D=\{1,2,4\}$ on seven sites, `decide +kernel` checks by finite computation that each of the six nonzero separations occurs once. The equivalence then gives $|F(k)|^2=3-1=2$ at every nonzero $k$, without evaluating any exponentials.

```lean
#print axioms CodedAperture.isDifferenceSet_iff_flat_intensity
-- 'CodedAperture.isDifferenceSet_iff_flat_intensity' depends on axioms: [propext, Classical.choice, Quot.sound]
#print axioms CodedAperture.counting_relation
-- 'CodedAperture.counting_relation' depends on axioms: [propext, Classical.choice, Quot.sound]
#print axioms CodedAperture.decode_shadow
-- 'CodedAperture.decode_shadow' depends on axioms: [propext, Classical.choice, Quot.sound]
```
